# The narrow-band mass exponent of a small polaron on a chain of identical uncoupled oscillators is $\gamma E_p/\hbar\omega$, with $0<\gamma\le 1$ for a nonzero, nonnegative force of finite range

## For a nonnegative force the on-site exponent is an upper bound

A charge carrier that distorts the lattice gains an energy $E_p$, the polaron shift. In the narrow-band (small-polaron) approximation at zero temperature, the distortion follows the carrier when it hops, and the bare hopping amplitude is multiplied by the overlap $e^{-g^2}$ of the lattice ground states before and after. If a carrier at any site couples only to that site's own oscillator, of frequency $\omega$, as in the Holstein model, then $g^2=E_p/\hbar\omega$. Carried over to a force that reaches several oscillators, this formula can be badly wrong. For a carrier on a chain that pushes two neighbouring oscillators equally, a hop by one site leaves one of them displaced as before, and the exponent is half of $E_p/\hbar\omega$. The theorems below give the correct factor, and show that for a nonzero, nonnegative, square-summable force and a hop whose repetitions never return to the starting site, the on-site value is an upper bound. A nonpositive force behaves in the same way, since $f$ and $-f$ give the same factor.

## One carrier among identical oscillators

Each lattice site $m$ carries an oscillator with mass $M$, frequency $\omega$ and one coordinate $x_m$. A carrier at site $n$ exerts the force $f(m-n)$ on oscillator $m$, so the potential energy is
$$V_n=\sum_m\Big[\tfrac12M\omega^2x_m^2-f(m-n)\,x_m\Big].$$
For a lattice vector $a$, the hop, set
$$S=\sum_m f(m)^2,\qquad \gamma=\frac{\sum_m\big(f(m+a)-f(m)\big)^2}{2S},\qquad E_p=\frac{S}{2M\omega^2}.$$
The mass exponent $g^2$ is minus the logarithm of the product, over all oscillators, of the overlaps of the displaced ground states. For one carrier on a chain with nearest-neighbour hopping and dispersionless phonons at zero temperature, the narrow-band picture takes the band to be narrowed by $e^{-g^2}$ and the effective mass of the carrier to be enhanced by $e^{g^2}$, with $g^2$ taken for $a=1$. That link to the mass motivates the name and is not among the checked results, which contain no hopping term.

## Bounds on $\gamma$ and the overlap product

The lattice `G` is any additive commutative group, with `ℤ` the chain. The definitions `gamma` and `polaronShift` are $\gamma$ and $E_p$, `displacement` is the shift $F/(M\omega^2)$ under a force $F$, and `groundState` is the normalised Gaussian $\psi(x)=(\alpha/\pi)^{1/4}e^{-\alpha x^2/2}$, used with $\alpha=M\omega/\hbar$. That $\psi$ is the oscillator ground state is put in by definition. Likewise the overlap of two lattice states is taken to be the product of the integrals `siteOverlap`, and `massExponent` is minus its logarithm.

The theorem `gamma_bounds` assumes that $\sum_m f(m)^2$ converges (`hf`), which allows forces of infinite range and makes $E_p$ finite, that $f\neq0$ (`hne`), that $f(m)\ge0$ for all $m$ (`hpos`), and that the multiples $0,a,2a,\dots$ are all distinct (`ha`). It concludes that $0<\gamma\le1$, and that $\gamma=1$ exactly when for every $m$ either $f(m)=0$ or $f(m+a)=0$. Nonnegativity means that every oscillator is pushed in the same direction; for $f(0)=1$, $f(1)=-1$ and zero elsewhere on the chain, the definition with $a=1$ gives $\gamma=3/2$. The hypothesis `ha` says that repeated hops never return. It excludes finite periodic cells, where a uniform force has $\gamma=0$.

The theorem `hasProd_siteOverlap` assumes $M,\omega,\hbar>0$ and square-summability only. For the carrier at $n$ and at $n-a$, the product of overlaps converges to $e^{-\gamma E_p/\hbar\omega}$, where `HasProd` means convergence along growing finite sets of oscillators, in any order. The case $f=0$ is included: Lean reads $\gamma=0/0$ as $0$, but $E_p=0$ makes the value irrelevant.

The theorem `chain_light_polaron` takes a nonzero, nonnegative, finitely supported force `f : ℤ →₀ ℝ` and $a=1$. It gives the same three statements on $\gamma$, so $\gamma=1$ exactly when no two neighbouring sites both couple, and it gives $g^2=\gamma E_p/\hbar\omega$ for the hop $n\to n-1$.

## From displaced oscillators to the exponent

Completing the square for one oscillator under a force $F$ gives
$$\tfrac12M\omega^2x^2-Fx=\tfrac12M\omega^2\Big(x-\frac{F}{M\omega^2}\Big)^2-\frac{F^2}{2M\omega^2}.$$
The oscillator is displaced by $F/(M\omega^2)$, and the energy gains add up to $E_p$.

For ground states centred at $d_1$ and $d_2$, put $c=(d_1+d_2)/2$. Then $(x-d_1)^2+(x-d_2)^2=2(x-c)^2+\tfrac12(d_1-d_2)^2$, and
$$\int\psi(x-d_1)\psi(x-d_2)\,dx=\sqrt{\frac\alpha\pi}\;e^{-\alpha(d_1-d_2)^2/4}\int e^{-\alpha(x-c)^2}dx=e^{-\alpha(d_1-d_2)^2/4},$$
because the last integral is $\sqrt{\pi/\alpha}$. Oscillator $m$ feels $f(m-n)$ before the hop and $f(m-n+a)$ after it, so its overlap is
$$\exp\left[-\frac{\big(f(m-n+a)-f(m-n)\big)^2}{4\hbar M\omega^3}\right].$$
Multiplying over $m$ adds the exponents, and shifting $m$ by $n$ removes the carrier site:
$$g^2=\frac{\sum_m\big(f(m+a)-f(m)\big)^2}{4\hbar M\omega^3}=\frac{2\gamma S}{4\hbar M\omega^3}=\frac{\gamma E_p}{\hbar\omega}.$$

## $\gamma$ as one minus a correlation

Let $C=\sum_m f(m)f(m+a)$. Expanding the square and using $\sum_m f(m+a)^2=S$ gives
$$\sum_m\big(f(m+a)-f(m)\big)^2=2S-2C,\qquad \gamma=1-\frac{C}{S}.$$
For $f\ge0$ every term of $C$ is nonnegative. Hence $\gamma\le1$, and $\gamma=1$ means $C=0$, which holds exactly when every product $f(m)f(m+a)$ vanishes. For the lower bound, suppose $f(m+a)=f(m)$ for all $m$. Then $f$ has the same value at the distinct sites $m,\,m+a,\,m+2a,\dots$, and a convergent sum of squares forces that value to be zero. This contradicts $f\ne0$, so some difference is nonzero and $\gamma>0$. On the chain with $a=1$, a force on one site has $C=0$ and $\gamma=1$, while $f(0)=f(1)=1$ and zero elsewhere has $S=2$, $C=1$ and $\gamma=1/2$.

```lean
import Mathlib

open Real MeasureTheory

namespace LightPolaron

noncomputable section

variable {G : Type*} [AddCommGroup G]

/-- The number `γ = ∑ (f(m+a) - f(m))² / (2 ∑ f(m)²)` for a force profile `f` and a hop `a`. -/
def gamma (f : G → ℝ) (a : G) : ℝ :=
  (∑' m, (f (m + a) - f m) ^ 2) / (2 * ∑' m, f m ^ 2)

/-- The polaron shift `E_p = ∑ f(m)² / (2 M ω²)`. -/
def polaronShift (M ω : ℝ) (f : G → ℝ) : ℝ := (∑' m, f m ^ 2) / (2 * M * ω ^ 2)

/-- Displacement `F / (M ω²)` of an oscillator of mass `M` and frequency `ω` under a force `F`. -/
def displacement (M ω F : ℝ) : ℝ := F / (M * ω ^ 2)

/-- Oscillator ground-state wavefunction `(α/π)^(1/4) exp(-α x²/2)`, where `α = M ω / ħ`. -/
def groundState (α x : ℝ) : ℝ := √(√(α / π)) * exp (-α * x ^ 2 / 2)

/-- Overlap of the two ground states of oscillator `m` displaced by the forces `f(m - n)` and
`f(m - n')` of a carrier at site `n` and at site `n'`. -/
def siteOverlap (M ω hbar : ℝ) (f : G → ℝ) (n n' m : G) : ℝ :=
  ∫ x, groundState (M * ω / hbar) (x - displacement M ω (f (m - n))) *
    groundState (M * ω / hbar) (x - displacement M ω (f (m - n')))

/-- The mass exponent of the hop `n → n'`: minus the logarithm of the product of the
ground-state overlaps of all oscillators. -/
def massExponent (M ω hbar : ℝ) (f : G → ℝ) (n n' : G) : ℝ :=
  -log (∏' m, siteOverlap M ω hbar f n n' m)

/-- A constant force `F` shifts the oscillator potential by `F/(Mω²)` and lowers it by
`F²/(2Mω²)`. -/
theorem complete_square {M ω : ℝ} (hM : 0 < M) (hω : 0 < ω) (F x : ℝ) :
    M * ω ^ 2 * x ^ 2 / 2 - F * x =
      M * ω ^ 2 * (x - displacement M ω F) ^ 2 / 2 - F ^ 2 / (2 * M * ω ^ 2) := by
  have h1 := hM.ne'
  have h2 := hω.ne'
  unfold displacement
  field_simp
  ring

/-- Ground states centred at `d₁` and `d₂` have overlap `exp(-α (d₁ - d₂)²/4)`. -/
theorem gaussian_overlap {α : ℝ} (hα : 0 < α) (d₁ d₂ : ℝ) :
    ∫ x, groundState α (x - d₁) * groundState α (x - d₂) = exp (-α * (d₁ - d₂) ^ 2 / 4) := by
  have hπ := pi_pos
  -- the product is a Gaussian centred at the midpoint
  have h : ∀ x, groundState α (x - d₁) * groundState α (x - d₂) =
      (√(α / π) * exp (-α * (d₁ - d₂) ^ 2 / 4)) * exp (-α * (x - (d₁ + d₂) / 2) ^ 2) := by
    intro x
    unfold groundState
    rw [mul_mul_mul_comm, Real.mul_self_sqrt (Real.sqrt_nonneg _), mul_assoc, ← Real.exp_add,
      ← Real.exp_add]
    congr 2
    ring
  have hs : ∫ x : ℝ, exp (-α * (x - (d₁ + d₂) / 2) ^ 2) = √(π / α) := by
    rw [← integral_gaussian α]
    exact integral_sub_right_eq_self (fun x : ℝ => exp (-α * x ^ 2)) ((d₁ + d₂) / 2)
  have h1 : √(α / π) * √(π / α) = 1 := by
    have h2 : α / π * (π / α) = 1 := by field_simp
    rw [← Real.sqrt_mul (by positivity), h2, Real.sqrt_one]
  simp_rw [h]
  rw [integral_const_mul, hs]
  linear_combination exp (-α * (d₁ - d₂) ^ 2 / 4) * h1

/-- For a square-summable force the correlation `∑ f(m) f(m+a)` converges and
`∑ (f(m+a) - f(m))² = 2 ∑ f(m)² - 2 ∑ f(m) f(m+a)`. -/
theorem hasSum_diff_sq {f : G → ℝ} (hf : Summable fun m => f m ^ 2) (a : G) :
    Summable (fun m => f m * f (m + a)) ∧
      HasSum (fun m => (f (m + a) - f m) ^ 2)
        (2 * ∑' m, f m ^ 2 - 2 * ∑' m, f m * f (m + a)) := by
  -- translation invariance of the sum of squares
  have hs : HasSum (fun m => f (m + a) ^ 2) (∑' m, f m ^ 2) := by
    have h := (Equiv.addRight a).hasSum_iff.mpr hf.hasSum
    simpa only [Function.comp_def, Equiv.coe_addRight] using h
  have hd : Summable fun m => (f (m + a) - f m) ^ 2 :=
    Summable.of_nonneg_of_le (fun m => sq_nonneg _)
      (fun m => by nlinarith [sq_nonneg (f (m + a) + f m)])
      ((hf.add hs.summable).mul_left 2)
  have hc : Summable fun m => f m * f (m + a) :=
    (((hf.add hs.summable).sub hd).div_const 2).congr fun m => by ring
  refine ⟨hc, ?_⟩
  have h := (hf.hasSum.add hs).sub (hc.hasSum.mul_left 2)
  have e : (fun m => (f (m + a) - f m) ^ 2) =
      fun m => f m ^ 2 + f (m + a) ^ 2 - 2 * (f m * f (m + a)) := by
    funext m
    ring
  rw [e, two_mul (∑' m, f m ^ 2)]
  exact h

/-- A nonzero square-summable force has `∑ f(m)² > 0`. -/
theorem sum_sq_pos {ι : Type*} {f : ι → ℝ} (hf : Summable fun m => f m ^ 2) (hne : f ≠ 0) :
    0 < ∑' m, f m ^ 2 := by
  obtain ⟨m, hm⟩ := Function.ne_iff.mp hne
  have hm' : f m ≠ 0 := hm
  exact hf.tsum_pos (fun m => sq_nonneg _) m (by positivity)

/-- For a nonzero square-summable force, `γ = 1 - ∑ f(m) f(m+a) / ∑ f(m)²`. -/
theorem gamma_eq_one_sub {f : G → ℝ} (hf : Summable fun m => f m ^ 2) (hne : f ≠ 0) (a : G) :
    gamma f a = 1 - (∑' m, f m * f (m + a)) / ∑' m, f m ^ 2 := by
  have hS := (sum_sq_pos hf hne).ne'
  unfold gamma
  rw [(hasSum_diff_sq hf a).2.tsum_eq]
  field_simp

/-- For a nonzero, nonnegative, square-summable force and a hop `a` whose multiples are all
distinct, `0 < γ ≤ 1`, and `γ = 1` exactly when for every `m` one of `f(m)`, `f(m+a)` is zero. -/
theorem gamma_bounds {f : G → ℝ} (hf : Summable fun m => f m ^ 2) (hne : f ≠ 0)
    (hpos : ∀ m, 0 ≤ f m) {a : G} (ha : Function.Injective fun n : ℕ => n • a) :
    0 < gamma f a ∧ gamma f a ≤ 1 ∧ (gamma f a = 1 ↔ ∀ m, f m = 0 ∨ f (m + a) = 0) := by
  have hS := sum_sq_pos hf hne
  obtain ⟨hc, hd⟩ := hasSum_diff_sq hf a
  have hnn : ∀ m, 0 ≤ f m * f (m + a) := fun m => mul_nonneg (hpos _) (hpos _)
  refine ⟨?_, ?_, ?_⟩
  · -- a profile invariant under the hop is constant along `m + n a`, hence zero
    have hex : ∃ m, f (m + a) - f m ≠ 0 := by
      by_contra hcon
      have hper : ∀ m, f (m + a) = f m := fun m => by
        by_contra h
        exact hcon ⟨m, sub_ne_zero.mpr h⟩
      apply hne
      funext m
      have hconst : ∀ n : ℕ, f (m + n • a) = f m := by
        intro n
        induction n with
        | zero => simp
        | succ n ih => rw [succ_nsmul, ← add_assoc, hper, ih]
      have hinj : Function.Injective fun n : ℕ => m + n • a :=
        fun n k h => ha (add_left_cancel h)
      have h1 : Summable fun n : ℕ => f (m + n • a) ^ 2 := hf.comp_injective hinj
      have h2 : Summable fun _ : ℕ => f m ^ 2 := h1.congr fun n => by rw [hconst]
      have h3 : f m ^ 2 = 0 := tendsto_nhds_unique tendsto_const_nhds h2.tendsto_atTop_zero
      exact pow_eq_zero_iff (two_ne_zero) |>.mp h3
    obtain ⟨m, hm⟩ := hex
    have hD := hd.summable.tsum_pos (fun m => sq_nonneg _) m (by positivity)
    exact div_pos hD (mul_pos two_pos hS)
  · rw [gamma_eq_one_sub hf hne]
    have hC : 0 ≤ ∑' m, f m * f (m + a) := tsum_nonneg hnn
    have := div_nonneg hC hS.le
    linarith
  · -- a sum of nonnegative terms vanishes only if each term does
    rw [gamma_eq_one_sub hf hne, sub_eq_self, div_eq_zero_iff, or_iff_left hS.ne']
    constructor
    · intro h m
      by_contra hm
      have h0 : f m * f (m + a) ≠ 0 := fun h0 => hm (mul_eq_zero.mp h0)
      exact (hc.tsum_pos hnn m (lt_of_le_of_ne (hnn m) h0.symm)).ne' h
    · intro h
      have h0 : ∀ m, f m * f (m + a) = 0 := fun m => mul_eq_zero.mpr (h m)
      simp [h0]

/-- For a square-summable force the product over all oscillators of the ground-state overlaps
for a carrier at `n` and at `n - a` converges to `exp(-γ E_p / (ħ ω))`. -/
theorem hasProd_siteOverlap {M ω hbar : ℝ} (hM : 0 < M) (hω : 0 < ω) (hh : 0 < hbar)
    {f : G → ℝ} (hf : Summable fun m => f m ^ 2) (n a : G) :
    HasProd (siteOverlap M ω hbar f n (n - a))
      (exp (-(gamma f a * polaronShift M ω f / (hbar * ω)))) := by
  have h1 := hM.ne'
  have h2 := hω.ne'
  have h3 := hh.ne'
  have key : -(gamma f a * polaronShift M ω f / (hbar * ω)) =
      -(1 / (4 * hbar * M * ω ^ 3)) * ∑' m, (f (m + a) - f m) ^ 2 := by
    by_cases hne : f = 0
    · subst hne
      simp [polaronShift]
    · have hS := (sum_sq_pos hf hne).ne'
      unfold gamma polaronShift
      field_simp
      try ring
  -- sum of the single-oscillator exponents, centred on the carrier site `n`
  have hs : HasSum (fun m => -(1 / (4 * hbar * M * ω ^ 3)) * (f (m - n + a) - f (m - n)) ^ 2)
      (-(1 / (4 * hbar * M * ω ^ 3)) * ∑' m, (f (m + a) - f m) ^ 2) :=
    (Equiv.subRight n).hasSum_iff.mpr ((hasSum_diff_sq hf a).2.summable.hasSum.mul_left _)
  rw [key]
  convert hs.rexp using 1
  funext m
  have hm : m - (n - a) = m - n + a := by abel
  unfold siteOverlap
  rw [gaussian_overlap (by positivity), hm, Function.comp_apply]
  congr 1
  unfold displacement
  field_simp
  try ring

/-- On the chain, for a nonzero, nonnegative, finitely supported force: `0 < γ ≤ 1`, `γ = 1`
exactly when no two neighbouring sites both couple, and the mass exponent of the hop
`n → n - 1` equals `γ E_p / (ħ ω)`. -/
theorem chain_light_polaron {M ω hbar : ℝ} (hM : 0 < M) (hω : 0 < ω) (hh : 0 < hbar)
    (f : ℤ →₀ ℝ) (hne : f ≠ 0) (hpos : ∀ m, 0 ≤ f m) (n : ℤ) :
    0 < gamma f 1 ∧ gamma f 1 ≤ 1 ∧ (gamma f 1 = 1 ↔ ∀ m, f m = 0 ∨ f (m + 1) = 0) ∧
      massExponent M ω hbar f n (n - 1) = gamma f 1 * polaronShift M ω f / (hbar * ω) := by
  have hf : Summable fun m => f m ^ 2 :=
    summable_of_ne_finset_zero (s := f.support) fun m hm => by
      have h0 : f m = 0 := by simpa using hm
      simp [h0]
  have hne' : (f : ℤ → ℝ) ≠ 0 := fun h => hne (Finsupp.ext fun m => congrFun h m)
  have ha : Function.Injective fun k : ℕ => k • (1 : ℤ) := fun k l h => by simpa using h
  obtain ⟨b1, b2, b3⟩ := gamma_bounds hf hne' hpos ha
  refine ⟨b1, b2, b3, ?_⟩
  unfold massExponent
  rw [(hasProd_siteOverlap hM hω hh hf n 1).tprod_eq, Real.log_exp, neg_neg]

end

end LightPolaron
```

```lean
#print axioms LightPolaron.complete_square
#print axioms LightPolaron.chain_light_polaron
```

```
'LightPolaron.complete_square' depends on axioms: [propext, Classical.choice, Quot.sound]
'LightPolaron.chain_light_polaron' depends on axioms: [propext, Classical.choice, Quot.sound]
```

## The Gaussian integral and the convergent sums

`complete_square` is the first identity above. It supports the definitions of `displacement` and `polaronShift`, and no later proof calls it. In `gaussian_overlap`, `h` rewrites the product as a Gaussian about the midpoint, `hs` shifts the variable with `integral_sub_right_eq_self` and applies `integral_gaussian`, and `h1` cancels the two square roots.

`hasSum_diff_sq` supplies the convergence needed to expand the square term by term. Reindexing by `Equiv.addRight a` gives $\sum_m f(m+a)^2=S$. With $u=f(m+a)$ and $v=f(m)$, the squared differences converge by $(u-v)^2\le2(u^2+v^2)$, and the correlation by $uv=\tfrac12\big[u^2+v^2-(u-v)^2\big]$. `sum_sq_pos` gives $S>0$ from one nonzero term, which permits the division in `gamma_eq_one_sub`.

## The three cases of `gamma_bounds`

For $\gamma>0$, `hconst` shows by induction that a hop-invariant $f$ is constant along the multiples of $a$. Because `hinj` makes these sites distinct, `comp_injective` yields a convergent subseries with constant terms, and `tendsto_atTop_zero` makes the constant zero. This case uses `ha` and not the sign of $f$; the other two use the sign and not `ha`. The bound $\gamma\le1$ is `tsum_nonneg` applied to $C$. For the equivalence, one nonzero term would make $C>0$ by `tsum_pos`, and conversely vanishing terms give $C=0$.

## Exponentiating the sum

In `hasProd_siteOverlap`, `key` is the cancellation of $S$ between $\gamma$ and $E_p$, with $f=0$ treated separately. The sum `hs` is recentred on the carrier by `Equiv.subRight n`, and `hs.rexp` turns it into a convergent product of exponentials, which `gaussian_overlap` matches factor by factor. `chain_light_polaron` obtains summability from finite support and the distinctness of the multiples of $1$, quotes `gamma_bounds`, and takes the logarithm with `Real.log_exp`.
